# An r⁻³-weighted average of enclosed electron charge never exceeds its ordinary radial average

A quick estimate of the spin-orbit constant of an electron in a spherical atom takes the nuclear charge, subtracts the number of other electrons closer to the nucleus than the electron itself, averaged over its orbital, and multiplies by the mean of $r^{-3}$ and a constant factor. This replaces the average of a product by a product of averages, and without control of the difference one does not know whether the estimate is too large or too small. The inequality below settles the direction for a fixed, spherical electron cloud acting through its direct Coulomb field: the estimate is never too large.

In atomic units the radial factor of the one-electron spin-orbit operator is $\frac{\alpha^2}{2}\frac{1}{r}\frac{dV}{dr}$, where $\alpha$ is the fine-structure constant and $V$ the electron's potential energy. By Gauss's law $dV/dr=(Z-Q(r))/r^2$, where $Z$ is the nuclear charge and $Q(r)$ the mean number of other electrons within radius $r$; the electron does not screen itself. What must be averaged is therefore $(Z-Q(r))/r^3$. Exchange and spin-other-orbit terms are left out.

```lean
import Mathlib

open MeasureTheory Set

namespace SpinOrbitScreening

noncomputable section
```

## The orbital density and the enclosed charge

Let $w(r)=r^2|R_{nl}(r)|^2$ be the radial density of the orbital with radial function $R_{nl}$, so that the volume factor $r^2$ is already in $w$. We require

$$w\ge 0,\qquad \int_0^\infty w\,dr=1,\qquad \int_0^\infty \frac{w}{r^3}\,dr<\infty .$$

The last condition excludes s orbitals that are nonzero at the nucleus, for which $w/r^3$ behaves as $1/r$. Orbitals with $l\ge1$ have $w\sim r^{2l+2}$ near the origin and cause no difficulty there. In Lean, `w` is any real function meeting these conditions on `Ioi 0`, the open half-line; it need not solve a Schrödinger equation.

```lean
/-- A normalised radial probability density on `(0, ∞)` with finite mean of `r⁻³`. -/
structure RadialDensity (w : ℝ → ℝ) : Prop where
  nonneg : ∀ r, 0 < r → 0 ≤ w r
  norm_one : ∫ r in Ioi (0 : ℝ), w r = 1
  cube : IntegrableOn (fun r => 1 / r ^ 3 * w r) (Ioi 0)
```

Since electron density is nonnegative, $Q$ cannot decrease with $r$, and a finite number of electrons bounds it. These two properties are all that is assumed. $Q$ is given in advance, with no self-consistency between it and $w$.

```lean
/-- An enclosed electron charge: a bounded, nondecreasing function of the radius. -/
structure EnclosedCharge (Q : ℝ → ℝ) : Prop where
  mono : MonotoneOn Q (Ioi 0)
  bounded : ∃ C, ∀ r, 0 < r → |Q r| ≤ C
```

## Averages, a matching radius and the screening constant

Write $\langle f\rangle=\int_0^\infty f\,w\,dr$, which is `avg w f`.

```lean
/-- The radial average of `f` in the density `w`. -/
def avg (w f : ℝ → ℝ) : ℝ := ∫ r in Ioi (0 : ℝ), f r * w r
```

The mean inverse cube is $m=\langle r^{-3}\rangle$.

```lean
/-- The mean of `r⁻³` in the density `w`. -/
def invCube (w : ℝ → ℝ) : ℝ := avg w (fun r => 1 / r ^ 3)
```

Let $R=m^{-1/3}$, the radius at which $r^{-3}$ equals its own mean.

```lean
/-- The radius whose inverse cube is the mean of `r⁻³`, for densities where that mean is
positive. -/
def soRadius (w : ℝ → ℝ) : ℝ := invCube w ^ (-(1 / 3 : ℝ))
```

The spin-orbit screening constant is $\sigma=\langle Q r^{-3}\rangle/m$. It is the number for which $(Z-\sigma)\,m$ equals $\langle (Z-Q)r^{-3}\rangle$ exactly.

```lean
/-- The enclosed charge averaged with weight `r⁻³`, for densities where the mean of `r⁻³` is
nonzero. -/
def screening (w Q : ℝ → ℝ) : ℝ := avg w (fun r => Q r / r ^ 3) / invCube w
```

## All the integrals converge

The density $w$ is integrable because its integral is 1: Lean assigns the value 0 to the integral of a non-integrable function, so `norm_one` would otherwise read $0=1$.

```lean
/-- A normalised radial density is integrable. -/
theorem RadialDensity.integrable {w : ℝ → ℝ} (hw : RadialDensity w) :
    IntegrableOn w (Ioi 0) := by
  by_contra h
  have h0 : ∫ r in Ioi (0 : ℝ), w r = 0 := integral_undef h
  linarith [hw.norm_one]
```

If $|Q|\le C$ and $f$ is integrable, then $|Qf|\le C|f|$, so $Qf$ is integrable too. Measurability of $Q$ comes from its monotonicity. Taking $f=w$ and $f=w/r^3$ covers both averages that contain the charge.

```lean
/-- An integrable radial function stays integrable when multiplied by the enclosed charge. -/
theorem EnclosedCharge.integrable_mul {Q f : ℝ → ℝ} (hQ : EnclosedCharge Q)
    (hf : IntegrableOn f (Ioi 0)) : IntegrableOn (fun r => Q r * f r) (Ioi 0) := by
  obtain ⟨C, hC⟩ := hQ.bounded
  have hm : AEStronglyMeasurable Q (volume.restrict (Ioi 0)) :=
    (aemeasurable_restrict_of_monotoneOn measurableSet_Ioi hQ.mono).aestronglyMeasurable
  refine Integrable.mono' ((Integrable.norm hf).const_mul C) (hm.mul hf.1) ?_
  filter_upwards [ae_restrict_mem measurableSet_Ioi] with r hr
  rw [norm_mul]
  exact mul_le_mul_of_nonneg_right (hC r hr) (norm_nonneg _)
```

## The mean inverse cube is positive

The integrand $w/r^3$ is nonnegative, so $m\ge0$. If $m$ were zero, $w/r^3$ would vanish almost everywhere, hence so would $w$, and its integral could not be 1. Thus $m>0$, the radius $R$ is positive, and $R^{-3}=m$. The proof follows this order and finishes with the power law $(m^{-1/3})^3=m^{-1}$.

```lean
/-- The mean of `r⁻³` is positive, and it equals the inverse cube of the positive radius
`soRadius w`. -/
theorem soRadius_spec {w : ℝ → ℝ} (hw : RadialDensity w) :
    0 < invCube w ∧ 0 < soRadius w ∧ 1 / soRadius w ^ 3 = invCube w := by
  have hnn : ∀ r ∈ Ioi (0 : ℝ), 0 ≤ 1 / r ^ 3 * w r := fun r hr =>
    mul_nonneg (one_div_nonneg.2 (pow_pos (mem_Ioi.mp hr) 3).le) (hw.nonneg r hr)
  have hm : 0 < invCube w := by
    refine lt_of_le_of_ne (setIntegral_nonneg measurableSet_Ioi hnn) (fun h => ?_)
    -- a vanishing mean would make the density vanish almost everywhere
    have hz := (integral_eq_zero_iff_of_nonneg_ae
      ((ae_restrict_mem measurableSet_Ioi).mono hnn) hw.cube).1 h.symm
    have h0 : ∫ r in Ioi (0 : ℝ), w r = ∫ r in Ioi (0 : ℝ), (0 : ℝ) := by
      apply integral_congr_ae
      filter_upwards [hz, ae_restrict_mem measurableSet_Ioi] with r h1 hr
      exact (mul_eq_zero.1 h1).resolve_left
        (one_div_pos.2 (pow_pos (mem_Ioi.mp hr) 3)).ne'
    rw [hw.norm_one, integral_zero] at h0
    exact one_ne_zero h0
  have h3 : soRadius w ^ 3 = (invCube w)⁻¹ := by
    unfold soRadius
    rw [← Real.rpow_natCast, ← Real.rpow_mul hm.le,
      show -(1 / 3 : ℝ) * ((3 : ℕ) : ℝ) = -1 by norm_num, Real.rpow_neg_one]
  exact ⟨hm, Real.rpow_pos_of_pos hm _, by rw [h3, one_div, inv_inv]⟩
```

## The difference as a covariance

For any constant $c$, expand

$$(Q-c)(m-r^{-3})\,w = mQw-Qr^{-3}w-cmw+cr^{-3}w .$$

Integrating term by term, with $\int w\,dr=1$ and $\int r^{-3}w\,dr=m$, gives

$$\langle (Q-c)(m-r^{-3})\rangle = m\langle Q\rangle-\langle Qr^{-3}\rangle-cm+cm = m\langle Q\rangle-\langle Qr^{-3}\rangle .$$

The reference value $c$ drops out and may be chosen freely. In the proof, `h1` to `h4` are the integrability of the four terms, `e` is the expansion, and the `integral_sub` rewrites split the integral.

```lean
/-- The difference between the product of the means and the mean of the product is a covariance
integral, in which the charge may be measured from any reference value `c`. Its integrand is
integrable on `(0, ∞)`. -/
theorem screening_deficit {w Q : ℝ → ℝ} (hw : RadialDensity w) (hQ : EnclosedCharge Q) (c : ℝ) :
    IntegrableOn (fun r => (Q r - c) * (invCube w - 1 / r ^ 3) * w r) (Ioi 0) ∧
    avg w Q * invCube w - avg w (fun r => Q r / r ^ 3) =
      avg w (fun r => (Q r - c) * (invCube w - 1 / r ^ 3)) := by
  set m := invCube w with hm
  have h1 : Integrable (fun r => m * (Q r * w r)) (volume.restrict (Ioi 0)) :=
    Integrable.const_mul (hQ.integrable_mul hw.integrable) m
  have h2 : Integrable (fun r => Q r * (1 / r ^ 3 * w r)) (volume.restrict (Ioi 0)) :=
    hQ.integrable_mul hw.cube
  have h3 : Integrable (fun r => c * m * w r) (volume.restrict (Ioi 0)) :=
    Integrable.const_mul hw.integrable (c * m)
  have h4 : Integrable (fun r => c * (1 / r ^ 3 * w r)) (volume.restrict (Ioi 0)) :=
    Integrable.const_mul hw.cube c
  have h12 : Integrable (fun r => m * (Q r * w r) - Q r * (1 / r ^ 3 * w r))
      (volume.restrict (Ioi 0)) := h1.sub h2
  have h34 : Integrable (fun r => c * m * w r - c * (1 / r ^ 3 * w r))
      (volume.restrict (Ioi 0)) := h3.sub h4
  have e : (fun r => (Q r - c) * (m - 1 / r ^ 3) * w r) = fun r =>
      (m * (Q r * w r) - Q r * (1 / r ^ 3 * w r)) -
        (c * m * w r - c * (1 / r ^ 3 * w r)) := by
    funext r
    ring
  have e2 : avg w (fun r => Q r / r ^ 3) =
      ∫ r in Ioi (0 : ℝ), Q r * (1 / r ^ 3 * w r) := by
    unfold avg
    congr 1
    funext r
    ring
  have e3 : ∫ r in Ioi (0 : ℝ), 1 / r ^ 3 * w r = m := rfl
  have e4 : ∫ r in Ioi (0 : ℝ), Q r * w r = avg w Q := rfl
  refine ⟨by rw [e]; exact h12.sub h34, ?_⟩
  change _ = ∫ r in Ioi (0 : ℝ), (Q r - c) * (m - 1 / r ^ 3) * w r
  rw [e, integral_sub h12 h34, integral_sub h1 h2, integral_sub h3 h4, integral_const_mul,
    integral_const_mul, integral_const_mul, hw.norm_one, e2, e3, e4]
  ring
```

## The two factors never have opposite signs

Choose $c=Q(R)$ and recall $m=R^{-3}$.

- If $r\le R$, then $Q(r)\le Q(R)$ and $r^{-3}\ge R^{-3}$, so both factors are at most zero.
- If $r\ge R$, then $Q(r)\ge Q(R)$ and $r^{-3}\le R^{-3}$, so both are at least zero.

In either case $(Q(r)-Q(R))(m-r^{-3})\,w(r)\ge0$. The two branches of `rcases` are these two cases.

```lean
/-- With the charge measured from its value at `soRadius w`, the covariance integrand is nonnegative
at every positive radius. -/
theorem deficit_nonneg {w Q : ℝ → ℝ} (hw : RadialDensity w) (hQ : EnclosedCharge Q)
    {r : ℝ} (hr : 0 < r) :
    0 ≤ (Q r - Q (soRadius w)) * (invCube w - 1 / r ^ 3) * w r := by
  obtain ⟨-, hR, hm⟩ := soRadius_spec hw
  refine mul_nonneg ?_ (hw.nonneg r hr)
  rw [← hm]
  -- the two factors never have opposite signs
  rcases le_total r (soRadius w) with h | h
  · have a := hQ.mono hr hR h
    have b := one_div_le_one_div_of_le (pow_pos hr 3) (pow_le_pow_left₀ hr.le h 3)
    nlinarith [mul_nonneg (sub_nonneg.2 a) (sub_nonneg.2 b)]
  · have a := hQ.mono hR hr h
    have b := one_div_le_one_div_of_le (pow_pos hR 3) (pow_le_pow_left₀ hR.le h 3)
    exact mul_nonneg (sub_nonneg.2 a) (sub_nonneg.2 b)
```

## The inequality

The integral of a nonnegative function is nonnegative, so the covariance identity gives

$$\langle Q r^{-3}\rangle\le\langle Q\rangle\,\langle r^{-3}\rangle .$$

```lean
/-- The mean of `Q r⁻³` is at most the mean of the enclosed charge `Q` times the mean
of `r⁻³`. -/
theorem avg_charge_div_cube_le {w Q : ℝ → ℝ} (hw : RadialDensity w) (hQ : EnclosedCharge Q) :
    avg w (fun r => Q r / r ^ 3) ≤ avg w Q * invCube w := by
  have h := (screening_deficit hw hQ (Q (soRadius w))).2
  have h0 : 0 ≤ avg w (fun r => (Q r - Q (soRadius w)) * (invCube w - 1 / r ^ 3)) :=
    setIntegral_nonneg measurableSet_Ioi (fun r hr => deficit_nonneg hw hQ hr)
  linarith
```

## When the two sides agree

Suppose equality holds. The nonnegative integrand then has integral zero and vanishes almost everywhere. Where $w(r)\ne0$, either $Q(r)=Q(R)$, or $r^{-3}=R^{-3}$, which means $r=R$ and again $Q(r)=Q(R)$. So $Q$ is constant almost everywhere on the region where $w$ is nonzero.

Conversely, if $Q=c$ almost everywhere on that region, then $\langle Qr^{-3}\rangle=cm$ and $\langle Q\rangle=c$, and the two sides coincide. The quantifier `∀ᵐ` expresses "almost everywhere".

An atomic orbital typically vanishes only at isolated radii. For such an orbital the inequality is strict as soon as the electron cloud has any charge spread over $r>0$.

```lean
/-- The two sides agree exactly when the enclosed charge is constant almost everywhere on the
region where the density is nonzero. -/
theorem avg_charge_div_cube_eq_iff {w Q : ℝ → ℝ} (hw : RadialDensity w)
    (hQ : EnclosedCharge Q) :
    avg w (fun r => Q r / r ^ 3) = avg w Q * invCube w ↔
      ∃ c, ∀ᵐ r ∂(volume.restrict (Ioi (0 : ℝ))), w r ≠ 0 → Q r = c := by
  constructor
  · intro h
    obtain ⟨-, hR, hm⟩ := soRadius_spec hw
    obtain ⟨hi, hd⟩ := screening_deficit hw hQ (Q (soRadius w))
    rw [h, sub_self] at hd
    have hz := (integral_eq_zero_iff_of_nonneg_ae ((ae_restrict_mem measurableSet_Ioi).mono
      (fun r hr => deficit_nonneg hw hQ hr)) hi).1 hd.symm
    refine ⟨Q (soRadius w), ?_⟩
    filter_upwards [hz, ae_restrict_mem measurableSet_Ioi] with r h1 hr hwr
    rcases mul_eq_zero.1 ((mul_eq_zero.1 h1).resolve_right hwr) with h2 | h2
    · exact sub_eq_zero.1 h2
    · -- equal inverse cubes mean equal radii
      rw [← hm, sub_eq_zero, one_div, one_div, inv_inj] at h2
      rw [(pow_left_inj₀ hR.le (mem_Ioi.mp hr).le (by norm_num)).1 h2]
  · rintro ⟨c, hc⟩
    have h1 : avg w (fun r => Q r / r ^ 3) = c * invCube w := by
      simp only [invCube, avg]
      rw [← integral_const_mul]
      apply integral_congr_ae
      filter_upwards [hc] with r h
      by_cases h0 : w r = 0
      · simp [h0]
      · rw [h h0]
        ring
    have h2 : avg w Q = ∫ r in Ioi (0 : ℝ), c * w r := by
      apply integral_congr_ae
      filter_upwards [hc] with r h
      by_cases h0 : w r = 0
      · simp [h0]
      · rw [h h0]
    rw [h1, h2, integral_const_mul, hw.norm_one, mul_one]
```

## Consequences for the screening constant and the spin-orbit average

Dividing by $m>0$ gives $\sigma\le\langle Q\rangle$. The weight $r^{-3}$ favours small radii, where less charge is enclosed.

```lean
/-- The spin-orbit screening constant is at most the ordinary mean of the enclosed charge. -/
theorem screening_le_avg {w Q : ℝ → ℝ} (hw : RadialDensity w) (hQ : EnclosedCharge Q) :
    screening w Q ≤ avg w Q :=
  (div_le_iff₀ (soRadius_spec hw).1).2 (avg_charge_div_cube_le hw hQ)
```

For a nucleus of charge $Z$, linearity gives $\langle (Z-Q)r^{-3}\rangle=Zm-\langle Qr^{-3}\rangle$, and therefore

$$(Z-\langle Q\rangle)\,m\le\langle (Z-Q)r^{-3}\rangle .$$

This is the statement about the quick estimate, up to the factor $\alpha^2/2$. It holds for every real $Z$.

```lean
/-- For a nucleus of charge `Z`, the mean of `(Z - Q) r⁻³` is at least the value obtained by
replacing `Q` with its ordinary mean. -/
theorem screened_field_ge {w Q : ℝ → ℝ} (hw : RadialDensity w) (hQ : EnclosedCharge Q) (Z : ℝ) :
    (Z - avg w Q) * invCube w ≤ avg w (fun r => (Z - Q r) / r ^ 3) := by
  have h1 : Integrable (fun r => Z * (1 / r ^ 3 * w r)) (volume.restrict (Ioi 0)) :=
    Integrable.const_mul hw.cube Z
  have e : (fun r => Q r * (1 / r ^ 3 * w r)) = fun r => Q r / r ^ 3 * w r := by
    funext r
    ring
  have h2 : Integrable (fun r => Q r / r ^ 3 * w r) (volume.restrict (Ioi 0)) := by
    rw [← e]
    exact hQ.integrable_mul hw.cube
  have h : avg w (fun r => (Z - Q r) / r ^ 3) =
      Z * invCube w - avg w (fun r => Q r / r ^ 3) := by
    simp only [invCube, avg]
    rw [← integral_const_mul, ← integral_sub h1 h2]
    congr 1
    funext r
    ring
  rw [h]
  linarith [avg_charge_div_cube_le hw hQ]
```

## A hydrogen 2p orbital in a model cloud

The density $w=r^4e^{-r}/24$ is that of the hydrogen 2p orbital, and $Q=1-e^{-r}$ describes a cloud holding one electron in total. This cloud is chosen for easy integrals and is not a realistic one: its density $e^{-r}/(4\pi r^2)$ diverges at the nucleus. The normalisation is $\Gamma(5)/24=1$, and $w/r^3=re^{-r}/24$ is integrable. $Q$ is nondecreasing and lies between 0 and 1. The hypotheses are thus met by a concrete pair.

```lean
/-- The density `r⁴ e⁻ʳ / 24` and the enclosed charge `1 - e⁻ʳ` satisfy the hypotheses. -/
theorem screening_witness :
    RadialDensity (fun r => r ^ 4 * Real.exp (-r) / 24) ∧
      EnclosedCharge (fun r => 1 - Real.exp (-r)) := by
  refine ⟨⟨fun r hr => by positivity, ?_, ?_⟩, ⟨fun a _ b _ hab => ?_, 1, fun r hr => ?_⟩⟩
  · have hG : Real.Gamma 5 = 24 := by
      rw [show (5 : ℝ) = ((4 : ℕ) : ℝ) + 1 by norm_num, Real.Gamma_nat_eq_factorial]
      norm_num [Nat.factorial]
    have e : (fun r : ℝ => r ^ 4 * Real.exp (-r) / 24) =
        fun r => (1 / 24) * (Real.exp (-r) * r ^ ((5 : ℝ) - 1)) := by
      funext r
      rw [show (5 : ℝ) - 1 = ((4 : ℕ) : ℝ) by norm_num, Real.rpow_natCast]
      ring
    rw [e, integral_const_mul, ← Real.Gamma_eq_integral (by norm_num), hG]
    norm_num
  · have h : IntegrableOn (fun r : ℝ => (1 / 24) * (Real.exp (-r) * r ^ ((2 : ℝ) - 1)))
        (Ioi 0) :=
      Integrable.const_mul (Real.GammaIntegral_convergent (s := 2) (by norm_num)) _
    refine h.congr_fun (fun r hr => ?_) measurableSet_Ioi
    have hr' : r ≠ 0 := (mem_Ioi.mp hr).ne'
    beta_reduce
    rw [show (2 : ℝ) - 1 = 1 by norm_num, Real.rpow_one]
    field_simp
  · exact sub_le_sub_left (Real.exp_le_exp.2 (neg_le_neg hab)) 1
  · have h1 : Real.exp (-r) ≤ 1 := Real.exp_le_one_iff.2 (by linarith)
    exact abs_le.2 ⟨by linarith, by linarith [Real.exp_pos (-r)]⟩

end

end SpinOrbitScreening
```

```lean
#print axioms SpinOrbitScreening.avg_charge_div_cube_eq_iff
-- 'SpinOrbitScreening.avg_charge_div_cube_eq_iff' depends on axioms: [propext, Classical.choice, Quot.sound]
#print axioms SpinOrbitScreening.screening_le_avg
-- 'SpinOrbitScreening.screening_le_avg' depends on axioms: [propext, Classical.choice, Quot.sound]
#print axioms SpinOrbitScreening.screened_field_ge
-- 'SpinOrbitScreening.screened_field_ge' depends on axioms: [propext, Classical.choice, Quot.sound]
```

## The same comparison on a radial grid

Suppose an atomic code holds the orbital $u=rR_{nl}$ as values at grid points $r_i>0$ with quadrature weights $h_i$, and obtains $Q_i$ by accumulating the density of the other electrons outwards. The two screening numbers are then

```python
p = h * u**2
p /= p.sum()
s_avg = (p * Q).sum()
s_so = (p * Q / r**3).sum() / (p / r**3).sum()
```

With nonnegative weights and nondecreasing $Q_i$, the argument above works with sums in place of integrals, so `s_so` should not exceed `s_avg` beyond rounding. A larger value points to a negative weight, a charge array that decreases somewhere, or a programming error.

The 2p example supplies reference values. Direct integration gives $m=1/24$, $\langle Q\rangle=31/32$ and $\langle Qr^{-3}\rangle=1/32$, hence $\sigma=3/4$. For $Z=2$ the exact average $\langle (Z-Q)r^{-3}\rangle$ is $(2-\tfrac34)/24=5/96$, while the quick estimate is $(2-\tfrac{31}{32})/24=11/256$, which is 17.5% too small.

In a two-component calculation that uses an effective-charge operator proportional to $Z_{\text{eff}}/r^3$, the charge that reproduces the direct-Coulomb average $\langle (Z-Q)r^{-3}\rangle$ for the given orbital is $Z-\sigma$, which is at least $Z-\langle Q\rangle$. The omitted spin-other-orbit and exchange terms would change that effective charge, and the bound says nothing about their size.
